# In Each Spectral Gap of a Hermitian Operator, a Lanczos Matrix with Nonzero Couplings Has at Most One Eigenvalue

When a Lanczos run for an exciton spectrum is stopped early, two distinct peak positions, meaning eigenvalues of the Lanczos matrix, can be used to bracket a true level: in exact arithmetic and for a finite Hermitian (Tamm–Dancoff) Bethe–Salpeter Hamiltonian, at least one level lies between them, endpoints included. Equivalently, an open interval without levels holds at most one peak position. Such a peak is called false here because it is not itself a level, although it may lie very close to one.

## Two peaks enclose a level

Let \(H\) be Hermitian on a finite-dimensional complex space, \(q_0=d\) a unit vector and \(q_{-1}=0\). The recursion is

\[
r_j=Hq_j-\langle q_j,Hq_j\rangle q_j-\langle q_{j-1},Hq_j\rangle q_{j-1},\quad \beta_j=\|r_j\|,\quad q_{j+1}=r_j/\beta_j .
\]

The \(n\times n\) matrix \(T\) has diagonal entries \(\langle q_j,Hq_j\rangle\) and neighbouring entries \(\beta_j\). Assume \(n\ge1\) and \(\beta_j\ne0\) for \(j+1<n\).

**Orthonormality.** Suppose \(q_0,\dots,q_m\) are orthonormal. By construction \(r_m\) is orthogonal to \(q_m\) and \(q_{m-1}\). For \(i<m-1\), \(\langle q_i,Hq_m\rangle=\langle Hq_i,q_m\rangle=0\), because \(Hq_i\) contains only \(q_{i-1},q_i,q_{i+1}\). So \(q_{m+1}\) extends the orthonormal set. The same recurrence gives \(\langle q_{m-1},Hq_m\rangle=\beta_{m-1}\), hence \(T_{ij}=\langle q_i,Hq_j\rangle\).

**Residuals.** Let \(K\) be the span of \(q_0,\dots,q_{n-1}\). If \(Ty=ty\) and \(v=\sum_j y_jq_j\), then \(\langle q_i,(H-t)v\rangle=(Ty-ty)_i=0\), so \((H-t)v\perp K\).

**Two eigenvectors.** Take eigenpairs \((t_1,y_1)\), \((t_2,y_2)\) with Ritz vectors \(v_1,v_2\). Choose \((a,b)\ne(0,0)\) so that \(ay_1+by_2\) has last component zero, and set \(u=av_1+bv_2\). Then \(u\) and \(Hu\) lie in \(K\), and

\[
(H-t_2)u=a(H-t_1)v_1+b(H-t_2)v_2+a(t_1-t_2)v_1 .
\]

The first two terms are orthogonal to \((H-t_1)u\in K\). So is the third, since \(\langle(H-t_1)u,v_1\rangle=\langle u,(H-t_1)v_1\rangle=0\). In an orthonormal eigenbasis \(H\varphi_i=\lambda_i\varphi_i\),

\[
0=\langle(H-t_1)u,(H-t_2)u\rangle=\sum_i(\lambda_i-t_1)(\lambda_i-t_2)|\langle\varphi_i,u\rangle|^2 .
\]

If no level lies between \(t_1\) and \(t_2\) inclusive, every product \((\lambda_i-t_1)(\lambda_i-t_2)\) is positive and \(u=0\). Orthonormality gives \(ay_1+by_2=0\). The eigenvectors are nonzero, so they are proportional and \(t_1=t_2\).

**A three-level example.** Take \(H=\mathrm{diag}(-2,0,2)\) and \(d=(1,\sqrt2,1)/2\). Then \(\langle d,Hd\rangle=0\), \(\beta_0=\sqrt2\), \(q_1=(-1,0,1)/\sqrt2\) and \(\langle q_1,Hq_1\rangle=0\). For \(n=2\) the eigenvalues of \(T\) are \(\pm\sqrt2\), one false peak in each of the gaps \((-2,0)\) and \((0,2)\).

## The recursion and its matrix in Lean

```lean
import Mathlib

open scoped InnerProductSpace
open Matrix

namespace LanczosFalsePeaks

noncomputable section

variable {E : Type*} [NormedAddCommGroup E] [InnerProductSpace ℂ E]
```

`vec H d j` is \(q_j\), `prev H d j` is \(q_{j-1}\), and `coupling H d j` is \(\beta_j\).

```lean
/-- `H q` minus `⟪q, H q⟫ q` and `⟪p, H q⟫ p`. If `q` is a unit vector and the previous vector `p`
is orthogonal to it and has norm one or zero, this removes the components of `H q` along both. -/
def residual (H : E →ₗ[ℂ] E) (p q : E) : E :=
  H q - ⟪q, H q⟫_ℂ • q - ⟪p, H q⟫_ℂ • p

/-- The Lanczos recursion from `d`, carrying the previous and the current vector. It is meant
for steps at which the residual is nonzero, so that it can be normalised. -/
def lanczosPair (H : E →ₗ[ℂ] E) (d : E) : ℕ → E × E
  | 0 => (0, d)
  | j + 1 => ((lanczosPair H d j).2,
      ((‖residual H (lanczosPair H d j).1 (lanczosPair H d j).2‖⁻¹ : ℝ) : ℂ) •
        residual H (lanczosPair H d j).1 (lanczosPair H d j).2)

/-- The Lanczos vector number `j`, counted from zero. -/
def vec (H : E →ₗ[ℂ] E) (d : E) (j : ℕ) : E := (lanczosPair H d j).2

/-- The Lanczos vector before number `j`, which is zero for `j = 0`. -/
def prev (H : E →ₗ[ℂ] E) (d : E) (j : ℕ) : E := (lanczosPair H d j).1

/-- The coupling between Lanczos vectors `j` and `j + 1`: the norm of the residual. -/
def coupling (H : E →ₗ[ℂ] E) (d : E) (j : ℕ) : ℝ := ‖residual H (prev H d j) (vec H d j)‖

/-- The `n` by `n` tridiagonal Lanczos matrix: expectation values of `H` on the diagonal,
couplings next to it. -/
def lanczosMatrix (H : E →ₗ[ℂ] E) (d : E) (n : ℕ) : Matrix (Fin n) (Fin n) ℂ :=
  Matrix.of fun i j =>
    if (i : ℕ) = j then ⟪vec H d i, H (vec H d i)⟫_ℂ
    else if (i : ℕ) + 1 = j then (coupling H d i : ℂ)
    else if (j : ℕ) + 1 = i then (coupling H d j : ℂ) else 0
```

`lanczosSpace` is \(K\), and `ritz` combines the Lanczos vectors with given coefficients. `LevelFree H S` says that no real energy in `S` has a nonzero eigenvector.

```lean
/-- The space spanned by the first `n` Lanczos vectors. -/
def lanczosSpace (H : E →ₗ[ℂ] E) (d : E) (n : ℕ) : Submodule ℂ E :=
  Submodule.span ℂ (Set.range fun i : Fin n => vec H d i)

/-- The linear combination of the first `n` Lanczos vectors with coefficients `y`. -/
def ritz (H : E →ₗ[ℂ] E) (d : E) {n : ℕ} (y : Fin n → ℂ) : E := ∑ j, y j • vec H d j

/-- `H` has no eigenvalue in the set `S` of real energies. -/
def LevelFree (H : E →ₗ[ℂ] E) (S : Set ℝ) : Prop :=
  ∀ e ∈ S, ∀ x : E, H x = (e : ℂ) • x → x = 0
```

## Orthonormal vectors and orthogonal residuals

The recurrence is recovered from the normalised residual. `inner_H` then moves \(H\) across the inner product, and `vec_orthonormal` runs the induction.

```lean
variable {H : E →ₗ[ℂ] E} {d : E}

/-- If the coupling is nonzero, coupling times next Lanczos vector is the residual. -/
theorem coupling_smul {j : ℕ} (hb : coupling H d j ≠ 0) :
    (coupling H d j : ℂ) • vec H d (j + 1) = residual H (prev H d j) (vec H d j) := by
  change (coupling H d j : ℂ) • (((coupling H d j)⁻¹ : ℝ) : ℂ) •
    residual H (prev H d j) (vec H d j) = _
  rw [smul_smul, ← Complex.ofReal_mul, mul_inv_cancel₀ hb, Complex.ofReal_one, one_smul]

/-- Three-term recurrence: if the coupling to the next vector is nonzero, `H` takes a Lanczos
vector to a combination of itself and its two neighbours. -/
theorem three_term {j : ℕ} (hb : coupling H d j ≠ 0) :
    H (vec H d j) = ⟪vec H d j, H (vec H d j)⟫_ℂ • vec H d j
      + ⟪prev H d j, H (vec H d j)⟫_ℂ • prev H d j
      + (coupling H d j : ℂ) • vec H d (j + 1) := by
  rw [coupling_smul hb, residual]
  abel

/-- For Hermitian `H`, nonzero couplings and orthonormal Lanczos vectors up to number `m`, `H`
connects an earlier vector to a later one only if they are neighbours, by the coupling. -/
theorem inner_H (hH : H.IsSymmetric) {m : ℕ} (hb : ∀ j < m, coupling H d j ≠ 0)
    (ho : ∀ i ≤ m, ∀ j ≤ m, ⟪vec H d i, vec H d j⟫_ℂ = if i = j then 1 else 0)
    {i j : ℕ} (hij : i < j) (hj : j ≤ m) :
    ⟪vec H d i, H (vec H d j)⟫_ℂ = if i + 1 = j then (coupling H d i : ℂ) else 0 := by
  have hp : ⟪prev H d i, vec H d j⟫_ℂ = 0 := by
    cases i with
    | zero => simp [prev, lanczosPair]
    | succ k => exact (ho k (by omega) j hj).trans (if_neg (by omega))
  rw [← hH (vec H d i) (vec H d j), three_term (hb i (by omega)), inner_add_left,
    inner_add_left, inner_smul_left, inner_smul_left, inner_smul_left, hp,
    ho i (by omega) j hj, ho (i + 1) (by omega) j hj, if_neg hij.ne]
  split_ifs <;> simp

/-- For Hermitian `H`, unit `d` and nonzero couplings before number `m`, the Lanczos vectors up to
number `m` are orthonormal. -/
theorem vec_orthonormal (hH : H.IsSymmetric) (hd : ‖d‖ = 1) (m : ℕ)
    (hb : ∀ j < m, coupling H d j ≠ 0) :
    ∀ i ≤ m, ∀ j ≤ m, ⟪vec H d i, vec H d j⟫_ℂ = if i = j then 1 else 0 := by
  induction m with
  | zero =>
    intro i hi j hj
    obtain rfl : i = 0 := by omega
    obtain rfl : j = 0 := by omega
    simp [vec, lanczosPair, inner_self_eq_norm_sq_to_K, hd]
  | succ m ih =>
    have ho := ih fun j hj => hb j (by omega)
    have hbm := hb m (by omega)
    have hres := coupling_smul hbm
    have hnorm : ‖vec H d (m + 1)‖ = 1 := by
      have h := congrArg norm hres
      rw [norm_smul, Complex.norm_real,
        Real.norm_of_nonneg (show 0 ≤ coupling H d m from norm_nonneg _)] at h
      exact mul_left_cancel₀ hbm (by rw [mul_one]; exact h)
    -- the new vector is orthogonal to all earlier ones
    have hnew : ∀ i ≤ m, ⟪vec H d i, vec H d (m + 1)⟫_ℂ = 0 := by
      intro i hi
      have key : ⟪vec H d i, residual H (prev H d m) (vec H d m)⟫_ℂ = 0 := by
        rw [residual, inner_sub_right, inner_sub_right, inner_smul_right, inner_smul_right,
          ho i hi m le_rfl]
        cases m with
        | zero =>
          obtain rfl : i = 0 := by omega
          simp [prev, lanczosPair]
        | succ k =>
          have hp : prev H d (k + 1) = vec H d k := rfl
          rw [hp, ho i hi k (by omega)]
          by_cases h1 : i = k + 1
          · subst h1; simp
          by_cases h2 : i = k
          · subst h2; simp
          rw [inner_H hH (fun j hj => hb j (by omega)) ho (by omega : i < k + 1) le_rfl]
          simp [h1, h2]
      rw [← hres, inner_smul_right] at key
      exact (mul_eq_zero.mp key).resolve_left (Complex.ofReal_ne_zero.mpr hbm)
    intro i hi j hj
    rcases (show i ≤ m ∨ i = m + 1 by omega) with hi' | rfl <;>
      rcases (show j ≤ m ∨ j = m + 1 by omega) with hj' | rfl
    · exact ho i hi' j hj'
    · rw [hnew i hi', if_neg (by omega)]
    · rw [← inner_conj_symm, hnew j hj', map_zero, if_neg (by omega)]
    · rw [inner_self_eq_norm_sq_to_K, hnorm]; simp
```

`ritz_galerkin` identifies \(T\) with the compression of \(H\) (`hA`), then extends orthogonality from the Lanczos vectors to their span.

```lean
/-- For Hermitian `H`, unit `d` and nonzero couplings, a Ritz vector built from an eigenvector
of the Lanczos matrix has a residual orthogonal to the Lanczos space; its amplitudes are `y`. -/
theorem ritz_galerkin (hH : H.IsSymmetric) (hd : ‖d‖ = 1) {m : ℕ}
    (hb : ∀ j < m, coupling H d j ≠ 0) (y : Fin (m + 1) → ℂ) :
    (∀ k : Fin (m + 1), ⟪vec H d k, ritz H d y⟫_ℂ = y k) ∧
    ∀ t : ℝ, lanczosMatrix H d (m + 1) *ᵥ y = (t : ℂ) • y →
      ∀ x ∈ lanczosSpace H d (m + 1), ⟪x, H (ritz H d y) - (t : ℂ) • ritz H d y⟫_ℂ = 0 := by
  have ho := vec_orthonormal hH hd m hb
  have hy : ∀ k : Fin (m + 1), ⟪vec H d k, ritz H d y⟫_ℂ = y k := by
    intro k
    have h : ∀ j : Fin (m + 1), ⟪vec H d k, vec H d j⟫_ℂ = if k = j then 1 else 0 := by
      intro j
      rw [ho k k.is_le j j.is_le]
      simp [Fin.ext_iff]
    simp [ritz, h]
  -- the Lanczos matrix is the compression of `H`
  have hA : ∀ i j : Fin (m + 1),
      lanczosMatrix H d (m + 1) i j = ⟪vec H d i, H (vec H d j)⟫_ℂ := by
    intro i j
    rcases lt_trichotomy (i : ℕ) j with h | h | h
    · rw [inner_H hH hb ho h j.is_le, lanczosMatrix, Matrix.of_apply, if_neg h.ne,
        if_neg (by omega : ¬ (j : ℕ) + 1 = i)]
    · obtain rfl : i = j := Fin.ext h
      rw [lanczosMatrix, Matrix.of_apply, if_pos rfl]
    · rw [← hH (vec H d i) (vec H d j), ← inner_conj_symm (H (vec H d i)) (vec H d j),
        inner_H hH hb ho h i.is_le, lanczosMatrix, Matrix.of_apply, if_neg h.ne',
        if_neg (by omega : ¬ (i : ℕ) + 1 = j)]
      split_ifs <;> simp
  refine ⟨hy, fun t hT x hx => ?_⟩
  unfold lanczosSpace at hx
  induction hx using Submodule.span_induction with
  | mem x h =>
    obtain ⟨k, rfl⟩ := h
    have e := congrFun hT k
    simp only [Matrix.mulVec, dotProduct, Pi.smul_apply, smul_eq_mul] at e
    change ⟪vec H d k, _⟫_ℂ = 0
    rw [inner_sub_right, inner_smul_right, hy, ← e, ritz, map_sum, inner_sum, sub_eq_zero]
    refine Finset.sum_congr rfl fun j _ => ?_
    rw [map_smul, inner_smul_right, hA, mul_comm]
  | zero => exact inner_zero_left _
  | add x z _ _ hx hz => rw [inner_add_left, hx, hz, add_zero]
  | smul c x _ hx => rw [inner_smul_left, hx, mul_zero]
```

## Positivity across a gap

The central device is Mathlib's spectral theorem for symmetric operators. `hH.eigenvectorBasis rfl` supplies the orthonormal eigenbasis, and `B.sum_inner_mul_inner` inserts the resolution of the identity, turning the inner product into the sum over levels above. The unordered interval `Set.uIcc s t` allows either order of the endpoints, and also \(s=t\).

```lean
/-- If Hermitian `H` on a finite-dimensional space has no level between `s` and `t`, endpoints
included, then `(H - s)(H - t)` has zero expectation value only in the zero vector. -/
theorem gap_definite [FiniteDimensional ℂ E] (hH : H.IsSymmetric) {s t : ℝ}
    (hgap : LevelFree H (Set.uIcc s t)) {u : E}
    (h0 : ⟪H u - (s : ℂ) • u, H u - (t : ℂ) • u⟫_ℂ = 0) : u = 0 := by
  obtain ⟨B, L, hB⟩ : ∃ (B : OrthonormalBasis (Fin (Module.finrank ℂ E)) ℂ E)
      (L : Fin (Module.finrank ℂ E) → ℝ), ∀ i, H (B i) = (L i : ℂ) • B i :=
    ⟨hH.eigenvectorBasis rfl, hH.eigenvalues rfl, fun i => hH.apply_eigenvectorBasis rfl i⟩
  have hc : ∀ i (r : ℝ), ⟪B i, H u - (r : ℂ) • u⟫_ℂ = ((L i - r : ℝ) : ℂ) * ⟪B i, u⟫_ℂ := by
    intro i r
    rw [inner_sub_right, ← hH (B i) u, hB, inner_smul_left, inner_smul_right,
      Complex.conj_ofReal]
    push_cast
    ring
  have hpos : ∀ i, 0 < (L i - s) * (L i - t) := by
    intro i
    by_contra h
    refine B.orthonormal.ne_zero i (hgap (L i) (Set.mem_uIcc.mpr ?_) (B i) (hB i))
    rcases mul_nonpos_iff.mp (not_lt.mp h) with h | h
    · exact Or.inl ⟨by linarith [h.1], by linarith [h.2]⟩
    · exact Or.inr ⟨by linarith [h.2], by linarith [h.1]⟩
  -- expand the expectation value over the levels of `H`
  have hsum : ∑ i, (L i - s) * (L i - t) * ‖⟪B i, u⟫_ℂ‖ ^ 2 = 0 := by
    apply Complex.ofReal_injective
    rw [Complex.ofReal_sum, Complex.ofReal_zero]
    refine Eq.trans ?_ ((B.sum_inner_mul_inner _ _).trans h0)
    refine Finset.sum_congr rfl fun i _ => ?_
    rw [← inner_conj_symm (H u - (s : ℂ) • u) (B i), hc, hc, map_mul, Complex.conj_ofReal]
    push_cast
    linear_combination (-((L i : ℂ) - s) * (L i - t)) * Complex.conj_mul' ⟪B i, u⟫_ℂ
  have hz : ∀ i, ⟪B i, u⟫_ℂ = 0 := by
    intro i
    have h := (Finset.sum_eq_zero_iff_of_nonneg fun i _ =>
      mul_nonneg (hpos i).le (sq_nonneg ‖⟪B i, u⟫_ℂ‖)).mp hsum i (Finset.mem_univ i)
    simpa using (mul_eq_zero.mp h).resolve_left (hpos i).ne'
  rw [← inner_self_eq_zero (𝕜 := ℂ), ← B.sum_inner_mul_inner u u]
  simp [hz]
```

## From proportional eigenvectors to one peak per gap

Hermiticity, `H.IsSymmetric`, enters as `hH`, the unit norm as `hd`, and the nonzero couplings inside \(T\) as `hb`; the residual after the last vector may vanish. In the proof, `hlast` removes the last component, `hHu` places \(Hu\) in \(K\), and `hzero` is the vanishing inner product.

```lean
/-- Let `H` be Hermitian on a finite-dimensional space, `d` a unit vector and all couplings within
the Lanczos matrix nonzero. If `H` has no level between two eigenvalues of that matrix, endpoints
included, then these eigenvalues are equal and their eigenvectors proportional. -/
theorem eigenpair_unique [FiniteDimensional ℂ E] (hH : H.IsSymmetric) (hd : ‖d‖ = 1) {n : ℕ}
    (hb : ∀ j, j + 1 < n → coupling H d j ≠ 0) {t₁ t₂ : ℝ}
    (hgap : LevelFree H (Set.uIcc t₁ t₂)) {y₁ y₂ : Fin n → ℂ} (h₁ : y₁ ≠ 0) (h₂ : y₂ ≠ 0)
    (hT₁ : lanczosMatrix H d n *ᵥ y₁ = (t₁ : ℂ) • y₁)
    (hT₂ : lanczosMatrix H d n *ᵥ y₂ = (t₂ : ℂ) • y₂) :
    t₁ = t₂ ∧ ∃ c : ℂ, y₂ = c • y₁ := by
  cases n with
  | zero => exact absurd (Subsingleton.elim y₁ 0) h₁
  | succ m =>
  have hb' : ∀ j < m, coupling H d j ≠ 0 := fun j hj => hb j (by omega)
  have hmem : ∀ k ≤ m, vec H d k ∈ lanczosSpace H d (m + 1) := fun k hk =>
    Submodule.subset_span ⟨⟨k, by omega⟩, rfl⟩
  have hritz : ∀ y : Fin (m + 1) → ℂ, ritz H d y ∈ lanczosSpace H d (m + 1) := fun y =>
    Submodule.sum_mem _ fun j _ => Submodule.smul_mem _ _ (hmem j j.is_le)
  -- a combination without weight on the last Lanczos vector
  obtain ⟨a, b, hab, hlast⟩ : ∃ a b : ℂ, (a ≠ 0 ∨ b ≠ 0) ∧
      a * y₁ (Fin.last m) + b * y₂ (Fin.last m) = 0 := by
    by_cases h : y₁ (Fin.last m) = 0
    · exact ⟨1, 0, Or.inl one_ne_zero, by rw [h]; ring⟩
    · exact ⟨-y₂ (Fin.last m), y₁ (Fin.last m), Or.inr h, by ring⟩
  obtain ⟨u, hu⟩ : ∃ u, u = ritz H d (a • y₁ + b • y₂) := ⟨_, rfl⟩
  have hlin : u = a • ritz H d y₁ + b • ritz H d y₂ := by
    simp [hu, ritz, add_smul, Finset.sum_add_distrib, Finset.smul_sum, mul_smul]
  have huK : u ∈ lanczosSpace H d (m + 1) := hu ▸ hritz _
  have hHu : H u ∈ lanczosSpace H d (m + 1) := by
    rw [hu, ritz, map_sum]
    refine Submodule.sum_mem _ fun j _ => ?_
    rw [map_smul]
    by_cases hj : j = Fin.last m
    · subst hj
      have h : (a • y₁ + b • y₂) (Fin.last m) = 0 := hlast
      rw [h, zero_smul]
      exact Submodule.zero_mem _
    · have hjm : (j : ℕ) < m := Fin.val_lt_last hj
      have hp : prev H d j ∈ lanczosSpace H d (m + 1) := by
        rcases hk : (j : ℕ) with _ | k
        · exact Submodule.zero_mem _
        · exact hmem k (by omega)
      rw [three_term (hb' j hjm)]
      exact Submodule.smul_mem _ _ (Submodule.add_mem _ (Submodule.add_mem _
        (Submodule.smul_mem _ _ (hmem j j.is_le)) (Submodule.smul_mem _ _ hp))
        (Submodule.smul_mem _ _ (hmem (j + 1) hjm)))
  have r₁ := (ritz_galerkin hH hd hb' y₁).2 t₁ hT₁
  have r₂ := (ritz_galerkin hH hd hb' y₂).2 t₂ hT₂
  -- the residual conditions make the expectation value of `(H - t₁)(H - t₂)` vanish
  have hzero : ⟪H u - (t₁ : ℂ) • u, H u - (t₂ : ℂ) • u⟫_ℂ = 0 := by
    have hx := Submodule.sub_mem _ hHu (Submodule.smul_mem _ (t₁ : ℂ) huK)
    have e : H u - (t₂ : ℂ) • u = a • (H (ritz H d y₁) - (t₁ : ℂ) • ritz H d y₁)
        + b • (H (ritz H d y₂) - (t₂ : ℂ) • ritz H d y₂)
        + (a * ((t₁ : ℂ) - t₂)) • ritz H d y₁ := by
      rw [hlin, map_add, map_smul, map_smul]
      module
    have f : ⟪H u - (t₁ : ℂ) • u, ritz H d y₁⟫_ℂ = 0 := by
      rw [← r₁ u huK, inner_sub_left, inner_sub_right, hH u, inner_smul_left,
        inner_smul_right, Complex.conj_ofReal]
    rw [e, inner_add_right, inner_add_right, inner_smul_right, inner_smul_right,
      inner_smul_right, r₁ _ hx, r₂ _ hx, f]
    ring
  have hw : ∀ k, a * y₁ k + b * y₂ k = 0 := by
    intro k
    have h := (ritz_galerkin hH hd hb' (a • y₁ + b • y₂)).1 k
    rw [← hu, gap_definite hH hgap hzero, inner_zero_right] at h
    exact h.symm
  have hb0 : b ≠ 0 := by
    rintro rfl
    have ha : a ≠ 0 := hab.resolve_right (fun h => h rfl)
    exact h₁ (funext fun k => (mul_eq_zero.mp (by simpa using hw k)).resolve_left ha)
  have hc : y₂ = (-(b⁻¹ * a)) • y₁ := by
    funext k
    change y₂ k = -(b⁻¹ * a) * y₁ k
    linear_combination b⁻¹ * hw k - y₂ k * inv_mul_cancel₀ hb0
  refine ⟨?_, _, hc⟩
  have h : (t₂ : ℂ) • y₂ = (t₁ : ℂ) • y₂ := by
    rw [← hT₂, hc, Matrix.mulVec_smul, hT₁, smul_comm]
  exact (Complex.ofReal_injective (smul_left_injective ℂ h₂ h)).symm
```

`Subsingleton` means that any two eigenvalues of \(T\) in the interval coincide; simplicity comes from the proportional eigenvectors in `eigenpair_unique`. The second theorem below is the bracketing rule. Both concern peak positions, not heights, and assume a recursion free of rounding error.

```lean
/-- At most one false peak per gap: for Hermitian `H` on a finite-dimensional space, unit `d` and
nonzero couplings, an open interval without eigenvalues of `H` contains at most one eigenvalue of
the Lanczos matrix. -/
theorem at_most_one_false_peak [FiniteDimensional ℂ E] (hH : H.IsSymmetric) (hd : ‖d‖ = 1)
    {n : ℕ} (hb : ∀ j, j + 1 < n → coupling H d j ≠ 0) {a b : ℝ}
    (hgap : LevelFree H (Set.Ioo a b)) :
    {t : ℝ | t ∈ Set.Ioo a b ∧
      ∃ y ≠ 0, lanczosMatrix H d n *ᵥ y = (t : ℂ) • y}.Subsingleton := by
  rintro t₁ ⟨m₁, y₁, h₁, hT₁⟩ t₂ ⟨m₂, y₂, h₂, hT₂⟩
  exact (eigenpair_unique hH hd hb
    (fun e he => hgap e (Set.ordConnected_Ioo.uIcc_subset m₁ m₂ he)) h₁ h₂ hT₁ hT₂).1

/-- For Hermitian `H` on a finite-dimensional space, unit `d` and nonzero couplings, between two
distinct eigenvalues of the Lanczos matrix, endpoints included, there is an eigenvalue of `H`. -/
theorem level_between_peaks [FiniteDimensional ℂ E] (hH : H.IsSymmetric) (hd : ‖d‖ = 1)
    {n : ℕ} (hb : ∀ j, j + 1 < n → coupling H d j ≠ 0) {t₁ t₂ : ℝ} (hlt : t₁ < t₂)
    {y₁ y₂ : Fin n → ℂ} (h₁ : y₁ ≠ 0) (h₂ : y₂ ≠ 0)
    (hT₁ : lanczosMatrix H d n *ᵥ y₁ = (t₁ : ℂ) • y₁)
    (hT₂ : lanczosMatrix H d n *ᵥ y₂ = (t₂ : ℂ) • y₂) :
    ∃ e ∈ Set.Icc t₁ t₂, ∃ x : E, x ≠ 0 ∧ H x = (e : ℂ) • x := by
  by_contra hno
  refine hlt.ne (eigenpair_unique hH hd hb (fun e he x hx => ?_) h₁ h₂ hT₁ hT₂).1
  rw [Set.uIcc_of_le hlt.le] at he
  by_contra hx0
  exact hno ⟨e, he, x, hx0, hx⟩
```

## A false peak in a two-level system

The exchange Hamiltonian has levels \(\pm1\). Starting from the first basis state, one step gives \(T=(0)\), whose eigenvalue lies inside the gap.

```lean
/-- The two-level Hamiltonian that exchanges the two basis states. -/
def exchange : EuclideanSpace ℂ (Fin 2) →ₗ[ℂ] EuclideanSpace ℂ (Fin 2) where
  toFun x := !₂[x 1, x 0]
  map_add' x y := by ext i; fin_cases i <;> simp
  map_smul' c x := by ext i; fin_cases i <;> simp

/-- A false peak does occur: the exchange Hamiltonian is Hermitian and has no level between
-1 and 1, yet its one-step Lanczos matrix from the first basis state has the eigenvalue 0. -/
theorem false_peak_occurs :
    exchange.IsSymmetric ∧ LevelFree exchange (Set.Ioo (-1) 1) ∧
      lanczosMatrix exchange !₂[1, 0] 1 *ᵥ ![1] = ((0 : ℝ) : ℂ) • ![1] := by
  refine ⟨fun x y => ?_, fun e he x hx => ?_, ?_⟩
  · simp [exchange, PiLp.inner_apply, Fin.sum_univ_two]
    ring
  · have h0 : x 1 = (e : ℂ) * x 0 := congrArg (fun v => v.ofLp 0) hx
    have h1 : x 0 = (e : ℂ) * x 1 := congrArg (fun v => v.ofLp 1) hx
    have hne : ((1 - e ^ 2 : ℝ) : ℂ) ≠ 0 :=
      Complex.ofReal_ne_zero.mpr (by nlinarith [he.1, he.2])
    have hx0 : x 0 = 0 := by
      refine (mul_eq_zero.mp ?_).resolve_left hne
      push_cast
      linear_combination h1 + (e : ℂ) * h0
    have hx1 : x 1 = 0 := by rw [h0, hx0, mul_zero]
    ext i
    fin_cases i
    · exact hx0
    · exact hx1
  · ext i
    fin_cases i
    simp [lanczosMatrix, Matrix.mulVec, dotProduct, vec, lanczosPair, exchange,
      PiLp.inner_apply, Fin.sum_univ_two]

end

end LanczosFalsePeaks
```

```lean
#print axioms LanczosFalsePeaks.at_most_one_false_peak
#print axioms LanczosFalsePeaks.level_between_peaks
#print axioms LanczosFalsePeaks.false_peak_occurs
```

```
'LanczosFalsePeaks.at_most_one_false_peak' depends on axioms: [propext, Classical.choice, Quot.sound]
'LanczosFalsePeaks.level_between_peaks' depends on axioms: [propext, Classical.choice, Quot.sound]
'LanczosFalsePeaks.false_peak_occurs' depends on axioms: [propext, Classical.choice, Quot.sound]
```
